# Two harmonic force fields with the same GF frequencies in two internal coordinates

## What counts as frequency data and as a force field

A precise claim that frequencies do not determine force constants must fix what is known and what may vary. Here the kinetic matrix $G$ is known. The data are the roots of the characteristic polynomial of $GF$, with multiplicity and with no label saying which motion belongs to which root. The unknown $F$ ranges over symmetric positive definite matrices, so every candidate describes a stable minimum.

Let $q$ be the column of internal displacements and $p$ their conjugate momenta. The harmonic energy is $\tfrac12 p^TGp+\tfrac12 q^TFq$, where $G$ is fixed by masses and equilibrium geometry and $F$ is the Hessian of the potential. With $G$ and $F$ symmetric, Hamilton's equations are $\dot q=Gp$ and $\dot p=-Fq$, so $\ddot q=-GFq$. A motion $q=\ell\cos\omega t$ with amplitude vector $\ell\neq0$ requires $GF\ell=\lambda\ell$ with $\lambda=\omega^2$. The allowed $\lambda$ are the roots of $\det(X\mathbb 1-GF)$, a polynomial in $X$, with $\mathbb 1$ the unit matrix.

## The example

$$G_0=\begin{pmatrix}2&-1\\-1&2\end{pmatrix},\qquad F_1=\begin{pmatrix}2&0\\0&2\end{pmatrix},\qquad F_2=\begin{pmatrix}10/3&8/3\\8/3&10/3\end{pmatrix}.$$

$G_0$ is the kinetic matrix of the two bond stretches $q_0,q_1$ of three collinear unit masses. Each diagonal entry is the sum of two inverse masses, and $-1$ comes from the shared central atom. $F_1$ describes two independent springs, and $F_2$ two stiffer springs with a stretch–stretch coupling. The claim is that $F_1\neq F_2$, both are symmetric positive definite, and $G_0F_1$ and $G_0F_2$ both have characteristic polynomial $(X-2)(X-6)$, so that $\omega=\sqrt2$ and $\sqrt6$.

## Maps that preserve G

Let $P$ be a square matrix of any size with $PGP^T=G$, and put $F'=P^TFP$. Square matrices $A$ and $B$ give $AB$ and $BA$ the same characteristic polynomial. With $A=GP^TF$ and $B=P$,
$$AB=GP^TFP=GF',\qquad BA=PGP^TF=GF,$$
so $GF'$ and $GF$ share their polynomial.

Suppose also $\det G\neq0$. Taking determinants gives $(\det P)^2\det G=\det G$, so $\det P\neq0$ and $Px\neq0$ for every vector $x\neq0$. If $F$ is symmetric positive definite, then $F'^T=P^TF^TP=F'$ and $x^TF'x=(Px)^TF(Px)>0$, so $F'$ is again a force field.

For the example take $P_0=M/\sqrt3$ with $M=\begin{pmatrix}2&1\\-1&-2\end{pmatrix}$. Then
$$MG_0=\begin{pmatrix}3&0\\0&-3\end{pmatrix},\qquad MG_0M^T=\begin{pmatrix}6&-3\\-3&6\end{pmatrix}=3G_0,\qquad M^TM=\begin{pmatrix}5&4\\4&5\end{pmatrix}.$$
Hence $P_0G_0P_0^T=G_0$ and $P_0^TF_1P_0=\tfrac23M^TM=F_2$, while $\det G_0=3\neq0$. For $F_1$, the form $x^TF_1x=2x_0^2+2x_1^2$ is positive for $x\neq0$. The product $G_0F_1=\begin{pmatrix}4&-2\\-2&4\end{pmatrix}$ has trace 8 and determinant 12, so its polynomial is $X^2-8X+12=(X-2)(X-6)$. Positivity and the polynomial both pass to $F_2$ through $P_0$, and the off-diagonal entries $0$ and $8/3$ separate the two fields.

## Modes restore uniqueness

Let the columns of a matrix $L$ be the amplitude vectors and let $\Lambda$ be the diagonal matrix of their eigenvalues, so that $GFL=L\Lambda$. If a second matrix $F'$ satisfies $GF'L=L\Lambda$, and $G$ and $L$ are invertible, multiplying by $G^{-1}$ on the left and $L^{-1}$ on the right gives $F=G^{-1}L\Lambda L^{-1}=F'$.

## The Lean objects

Matrices are real and indexed by a finite type `n`; the example uses `Fin 2` with indices 0 and 1. `IsForceField F` says `Fᵀ = F` and `0 < x ⬝ᵥ F *ᵥ x` for nonzero `x`, and this quantity is twice the potential energy. `secular G F` is `(G * F).charpoly`, the monic polynomial $\det(X\mathbb 1-GF)$, so its roots are squared angular frequencies and no square root is taken. `transformed P F` is $P^TFP$, and `C 2` is the constant polynomial 2.

`frequencies_do_not_determine_force_constants` states seven things: `F₁` and `F₂` are force fields, they differ, each secular polynomial with `G₀` equals `(X - C 2) * (X - C 6)`, and for each a real `t` is a root exactly when `t = 2 ∨ t = 6`. It is a single counterexample, and it does not classify the fields that share a spectrum.

In the general theorems $G$ is an arbitrary matrix, neither assumed symmetric nor built from masses and geometry. The hypothesis `hP : P * G * Pᵀ = G` implies that the momentum map $p\mapsto P^Tp$ leaves the kinetic energy $\tfrac12 p^TGp$ unchanged, and for symmetric $G$ it is equivalent to that. The hypothesis `G.det ≠ 0` stands for non-redundant coordinates, since redundant sets make $G$ singular. `modes_determine_force_constants` takes the eigenvalues as a list `ev` and assumes an invertible `L` common to both fields; it does not prove that one exists, and it asks nothing else of `F` and `F'`. The equations of motion and anharmonicity do not enter the file.

## The file

```lean
import Mathlib

open Matrix Polynomial

namespace GFInverseProblem

noncomputable section

variable {n : Type*} [Fintype n] [DecidableEq n]

/-- A harmonic force field: a symmetric matrix whose quadratic form is positive
for every nonzero displacement. -/
def IsForceField (F : Matrix n n ℝ) : Prop :=
  Fᵀ = F ∧ ∀ x : n → ℝ, x ≠ 0 → 0 < x ⬝ᵥ F *ᵥ x

/-- The secular polynomial of the GF method: the characteristic polynomial of `G F`. -/
def secular (G F : Matrix n n ℝ) : ℝ[X] := (G * F).charpoly

/-- The force constant matrix `Pᵀ F P` obtained from `F` by the linear map `P`
of the internal coordinates. -/
def transformed (P F : Matrix n n ℝ) : Matrix n n ℝ := Pᵀ * F * P

/-- If `P G Pᵀ = G`, then `F` and `Pᵀ F P` have the same secular polynomial with `G`. -/
theorem secular_transformed (G F P : Matrix n n ℝ) (hP : P * G * Pᵀ = G) :
    secular G (transformed P F) = secular G F := by
  unfold secular transformed
  have h1 : G * (Pᵀ * F * P) = (G * Pᵀ * F) * P := by simp only [Matrix.mul_assoc]
  have h2 : P * (G * Pᵀ * F) = (P * G * Pᵀ) * F := by simp only [Matrix.mul_assoc]
  -- move the last factor P cyclically to the front
  rw [h1, Matrix.charpoly_mul_comm, h2, hP]

/-- If `G` is nonsingular, `P G Pᵀ = G` and `F` is a force field, then `Pᵀ F P` is a
force field. -/
theorem isForceField_transformed (G F P : Matrix n n ℝ) (hG : G.det ≠ 0)
    (hP : P * G * Pᵀ = G) (hF : IsForceField F) : IsForceField (transformed P F) := by
  -- P is nonsingular because (det P)² det G = det G
  have hdet : P.det ≠ 0 := by
    intro h0
    have h := congrArg Matrix.det hP
    rw [Matrix.det_mul, Matrix.det_mul, h0, zero_mul, zero_mul] at h
    exact hG h.symm
  refine ⟨?_, fun x hx => ?_⟩
  · unfold transformed
    rw [Matrix.transpose_mul, Matrix.transpose_mul, Matrix.transpose_transpose, hF.1,
      Matrix.mul_assoc]
  · have hPx : P *ᵥ x ≠ 0 := by
      intro h0
      apply hx
      have h : P⁻¹ *ᵥ (P *ᵥ x) = x := by
        rw [Matrix.mulVec_mulVec, Matrix.nonsing_inv_mul _ (isUnit_iff_ne_zero.mpr hdet),
          Matrix.one_mulVec]
      rw [← h, h0, Matrix.mulVec_zero]
    -- the energy of x in PᵀFP is the energy of P x in F
    unfold transformed
    rw [← Matrix.mulVec_mulVec, ← Matrix.mulVec_mulVec, Matrix.dotProduct_mulVec,
      Matrix.vecMul_transpose]
    exact hF.2 _ hPx

/-- The kinetic matrix `G = [[2, -1], [-1, 2]]` of the example. -/
def G₀ : Matrix (Fin 2) (Fin 2) ℝ := !![2, -1; -1, 2]

/-- The diagonal force constant matrix `[[2, 0], [0, 2]]`. -/
def F₁ : Matrix (Fin 2) (Fin 2) ℝ := !![2, 0; 0, 2]

/-- The coupled force constant matrix `[[10/3, 8/3], [8/3, 10/3]]`. -/
def F₂ : Matrix (Fin 2) (Fin 2) ℝ := !![10 / 3, 8 / 3; 8 / 3, 10 / 3]

/-- The coordinate map `(1/√3) [[2, 1], [-1, -2]]`. -/
def P₀ : Matrix (Fin 2) (Fin 2) ℝ := (√3)⁻¹ • !![2, 1; -1, -2]

/-- The matrix `G₀` is nonsingular, the map `P₀` preserves it, and `P₀` carries `F₁`
into `F₂`. -/
theorem preserving_map_witness :
    G₀.det ≠ 0 ∧ P₀ * G₀ * P₀ᵀ = G₀ ∧ transformed P₀ F₁ = F₂ := by
  have hc : (√3 : ℝ)⁻¹ * (√3)⁻¹ = 1 / 3 := by
    rw [← mul_inv, Real.mul_self_sqrt (by norm_num)]
    norm_num
  refine ⟨?_, ?_, ?_⟩
  · rw [G₀, Matrix.det_fin_two_of]
    norm_num
  · have hT : (!![2, 1; -1, -2] : Matrix (Fin 2) (Fin 2) ℝ)ᵀ = !![2, -1; 1, -2] := by
      ext i j
      fin_cases i <;> fin_cases j <;> rfl
    simp only [P₀, Matrix.transpose_smul, Matrix.smul_mul, Matrix.mul_smul, smul_smul, hc, hT]
    ext i j
    fin_cases i <;> fin_cases j <;>
      simp [G₀] <;> norm_num
  · simp only [transformed, P₀, Matrix.transpose_smul, Matrix.smul_mul, Matrix.mul_smul,
      smul_smul, hc]
    ext i j
    fin_cases i <;> fin_cases j <;>
      simp [F₁, F₂, Matrix.mul_apply, Fin.sum_univ_two] <;> norm_num

/-- The diagonal matrix `F₁` is a force field. -/
theorem isForceField_F₁ : IsForceField F₁ := by
  refine ⟨?_, fun x hx => ?_⟩
  · ext i j
    fin_cases i <;> fin_cases j <;> simp [F₁]
  · have he : x ⬝ᵥ F₁ *ᵥ x = 2 * (x 0 * x 0) + 2 * (x 1 * x 1) := by
      simp [F₁, dotProduct, Matrix.mulVec, Fin.sum_univ_two]
      ring
    have h : x 0 ≠ 0 ∨ x 1 ≠ 0 := by
      by_contra h
      rw [not_or, not_not, not_not] at h
      apply hx
      ext i
      fin_cases i <;> simp [h.1, h.2]
    rw [he]
    rcases h with h | h
    · nlinarith [mul_self_pos.mpr h, mul_self_nonneg (x 1)]
    · nlinarith [mul_self_pos.mpr h, mul_self_nonneg (x 0)]

/-- The secular polynomial of `G₀` and `F₁` is `(X - 2)(X - 6)`. -/
theorem secular_F₁ : secular G₀ F₁ = (X - C 2) * (X - C 6) := by
  have hm : G₀ * F₁ = !![4, -2; -2, 4] := by
    ext i j
    fin_cases i <;> fin_cases j <;>
      simp [G₀, F₁, Matrix.mul_apply, Fin.sum_univ_two] <;> norm_num
  have ht : (G₀ * F₁).trace = 8 := by
    rw [hm, Matrix.trace_fin_two_of]
    norm_num
  have hd : (G₀ * F₁).det = 12 := by
    rw [hm, Matrix.det_fin_two_of]
    norm_num
  rw [secular, Matrix.charpoly_fin_two, ht, hd]
  apply Polynomial.funext
  intro t
  simp only [eval_add, eval_sub, eval_mul, eval_pow, eval_X, eval_C]
  ring

/-- `F₁` and `F₂` are different force fields, yet with `G₀` both have the secular
polynomial `(X - 2)(X - 6)`, and its roots are exactly 2 and 6. -/
theorem frequencies_do_not_determine_force_constants :
    IsForceField F₁ ∧ IsForceField F₂ ∧ F₁ ≠ F₂ ∧
      secular G₀ F₁ = (X - C 2) * (X - C 6) ∧ secular G₀ F₂ = (X - C 2) * (X - C 6) ∧
      (∀ t, (secular G₀ F₁).IsRoot t ↔ t = 2 ∨ t = 6) ∧
      (∀ t, (secular G₀ F₂).IsRoot t ↔ t = 2 ∨ t = 6) := by
  obtain ⟨hG, hP, hF⟩ := preserving_map_witness
  have h2 : secular G₀ F₂ = (X - C 2) * (X - C 6) := by
    rw [← hF, secular_transformed _ _ _ hP, secular_F₁]
  have hr : ∀ t : ℝ, ((X - C 2) * (X - C 6) : ℝ[X]).IsRoot t ↔ t = 2 ∨ t = 6 := by
    intro t
    simp only [IsRoot.def, eval_sub, eval_mul, eval_X, eval_C, mul_eq_zero, sub_eq_zero]
  refine ⟨isForceField_F₁, ?_, ?_, secular_F₁, h2, ?_, ?_⟩
  · rw [← hF]
    exact isForceField_transformed G₀ F₁ P₀ hG hP isForceField_F₁
  · intro h
    have h01 := congrFun (congrFun h 0) 1
    norm_num [F₁, F₂] at h01
  · rw [secular_F₁]
    exact hr
  · rw [h2]
    exact hr

/-- If `G` and the mode matrix `L` are nonsingular and both `F` and `F'` satisfy
`G F L = L Λ` with the same diagonal `Λ`, then `F = F'`. -/
theorem modes_determine_force_constants (G F F' L : Matrix n n ℝ) (ev : n → ℝ)
    (hG : G.det ≠ 0) (hL : L.det ≠ 0)
    (h : G * F * L = L * diagonal ev) (h' : G * F' * L = L * diagonal ev) : F = F' := by
  -- any X is recovered from G X L by cancelling G and L
  have key : ∀ M : Matrix n n ℝ, G⁻¹ * (G * M * L) * L⁻¹ = M := by
    intro M
    calc G⁻¹ * (G * M * L) * L⁻¹ = (G⁻¹ * G) * M * (L * L⁻¹) := by
          simp only [Matrix.mul_assoc]
      _ = M := by
          rw [Matrix.nonsing_inv_mul _ (isUnit_iff_ne_zero.mpr hG),
            Matrix.mul_nonsing_inv _ (isUnit_iff_ne_zero.mpr hL), Matrix.one_mul,
            Matrix.mul_one]
  rw [← key F, ← key F', h, h']

end

end GFInverseProblem
```

```lean
#print axioms GFInverseProblem.frequencies_do_not_determine_force_constants
#print axioms GFInverseProblem.modes_determine_force_constants
```

```
'GFInverseProblem.frequencies_do_not_determine_force_constants' depends on axioms: [propext, Classical.choice, Quot.sound]
'GFInverseProblem.modes_determine_force_constants' depends on axioms: [propext, Classical.choice, Quot.sound]
```

## How the proof runs

`secular_transformed` brackets the product as $AB$ in `h1` and $BA$ in `h2`, swaps the factors by `Matrix.charpoly_mul_comm`, and substitutes `hP`. It needs no invertibility.

`isForceField_transformed` obtains `hdet` by contradiction: with $\det P=0$ the determinant of `hP` would force $\det G=0$. The step `hPx` recovers $x=P^{-1}(Px)$, `Matrix.dotProduct_mulVec` moves $P^T$ across the dot product, and `Matrix.vecMul_transpose` rewrites the resulting left factor as $Px$, which leaves positivity of `F` at $Px$.

`preserving_map_witness` pulls both factors $1/\sqrt3$ out of each product, replaces them by $1/3$ through `hc`, and checks the rational entries one at a time. `isForceField_F₁` writes the form as $2x_0^2+2x_1^2$ in `he`, shows that some component is nonzero, and closes each case with `nlinarith`. `secular_F₁` computes the product, trace and determinant, applies `Matrix.charpoly_fin_two`, which gives $X^2-(\operatorname{tr})X+\det$, and compares the polynomials at every real `t`.

The main theorem rewrites `F₂` as `transformed P₀ F₁` and invokes the two general results, so $G_0F_2$ is never multiplied out. The lemma `hr` finds the roots from the vanishing of a product, and `h01` compares the entries in row 0, column 1. In the last theorem, `key` is the cancellation $G^{-1}(GML)L^{-1}=M$ for any matrix `M`, applied to both fields.

## One coordinate, mode labels and a family of fields

With one coordinate, $G=(g)$ and $F=(f)$, the only root is $\lambda=gf$. Choosing $L=(1)$ in the last theorem shows that $\lambda$ fixes $f$ when $g\neq0$, as for a harmonic diatomic molecule.

The two remarks that follow are ordinary algebra that the file does not contain. The two fields share the unit mode vectors $(1,1)/\sqrt2$ and $(1,-1)/\sqrt2$. Under $F_1$ these carry $\lambda=2$ and $6$, and under $F_2$, where $G_0F_2=\begin{pmatrix}4&2\\2&4\end{pmatrix}$, they carry $6$ and $2$. Knowing which frequency is the symmetric stretch would therefore tell this pair apart.

For symmetric positive definite $G$ and any orthogonal $R$, the map $P=G^{1/2}RG^{-1/2}$ satisfies $PGP^T=G^{1/2}RR^TG^{1/2}=G$. With $G_0$ and $F_1$, rotations $R$ then give a one-parameter family of force fields with roots 2 and 6. Within the harmonic model at fixed $G$, a force field fitted to vibrational frequencies alone can thus be ambiguous, and agreement of frequencies computed from an electronic-structure Hessian with a target spectrum does not by itself confirm the Hessian's entries.
